# exp(cN) acts as a polynomial in c on any vector annihilated by a power of the matrix N

Let N be a complex square matrix of finite size, not assumed Hermitian, and let v be a vector, not assumed normalised, with Nᵏv = 0. The lemma states that for every complex number c, exp(cN)v equals the sum of (cʲ/j!) Nʲv over j from 0 to k − 1. In physical terms, if c is proportional to time and N is the generator of the evolution, such a vector evolves polynomially in time, with degree below k when k ≥ 1. The proof applies the convergent exponential series to v term by term, shows that every term from the k-th on vanishes, and concludes by uniqueness of the sum.

This version doesn't compile in Lean 4 with Mathlib:

```lean
import Mathlib

open Matrix Filter Topology
open scoped Matrix.Norms.Operator

namespace PropagatorDecay

noncomputable section

variable {n : Type*} [Fintype n] [DecidableEq n]

/-- If `N ^ k` annihilates `v`, the exponential series of `cN` applied to `v` stops
after `k` terms. -/
theorem exp_mulVec_of_pow_mulVec_eq_zero (N : Matrix n n ℂ) (k : ℕ) (v : n → ℂ)
    (h : (N ^ k) *ᵥ v = 0) (c : ℂ) :
    NormedSpace.exp (c • N) *ᵥ v =
      ∑ j ∈ Finset.range k, (c ^ j / (j.factorial : ℂ)) • ((N ^ j) *ᵥ v) := by
  have hs : HasSum (fun j : ℕ => ((j.factorial : ℂ)⁻¹) • (c • N) ^ j)
      (NormedSpace.exp (c • N)) := by
    first
      | exact NormedSpace.exp_series_hasSum_exp' (𝕂 := ℂ) (c • N)
      | exact NormedSpace.expSeries_hasSum_exp' (𝕂 := ℂ) (c • N)
      | (rw [NormedSpace.exp_eq_tsum ℂ]
         exact (NormedSpace.expSeries_summable' (𝕂 := ℂ) (c • N)).hasSum)
  -- apply the series to the vector `v`
  let L : Matrix n n ℂ →+ (n → ℂ) :=
    { toFun := fun M => M *ᵥ v
      map_zero' := Matrix.zero_mulVec v
      map_add' := fun M M' => Matrix.add_mulVec M M' v }
  have hL : Continuous L := Continuous.matrix_mulVec continuous_id continuous_const
  have e : (fun j : ℕ => (c ^ j / (j.factorial : ℂ)) • ((N ^ j) *ᵥ v)) =
      L ∘ (fun j : ℕ => ((j.factorial : ℂ)⁻¹) • (c • N) ^ j) := by
    funext j
    change _ = (((j.factorial : ℂ)⁻¹) • (c • N) ^ j) *ᵥ v
    rw [smul_pow, smul_smul, Matrix.smul_mulVec, div_eq_inv_mul]
  have hv : HasSum (fun j : ℕ => (c ^ j / (j.factorial : ℂ)) • ((N ^ j) *ᵥ v))
      (NormedSpace.exp (c • N) *ᵥ v) := by
    rw [e]
    exact hs.map L hL
  -- all terms from the `k`-th on vanish
  refine hv.unique (hasSum_sum_of_ne_finset_zero fun j hj => ?_)
  have hkj : k ≤ j := by simpa using hj
  obtain ⟨m, rfl⟩ := Nat.exists_eq_add_of_le' hkj
  rw [pow_add, ← Matrix.mulVec_mulVec, h, Matrix.mulVec_zero, smul_zero]

end

end PropagatorDecay
```

Messages:

```
Main.lean:44:15: error: Tactic `rewrite` failed: Did not find an occurrence of the pattern
  (?M * ?N) *ᵥ ?v
in the target expression
  (c ^ m * c ^ k / ↑(m + k).factorial) • N ^ (m + k) *ᵥ v = 0

n : Type u_1
inst✝¹ : Fintype n
inst✝ : DecidableEq n
N : Matrix n n ℂ
k : ℕ
v : n → ℂ
h : N ^ k *ᵥ v = 0
c : ℂ
hs : HasSum (fun j => (↑j.factorial)⁻¹ • (c • N) ^ j) (NormedSpace.exp (c • N))
L : Matrix n n ℂ →+ n → ℂ := { toFun := fun M => M *ᵥ v, map_zero' := ⋯, map_add' := ⋯ }
hL : Continuous ⇑L
e : (fun j => (c ^ j / ↑j.factorial) • N ^ j *ᵥ v) = ⇑L ∘ fun j => (↑j.factorial)⁻¹ • (c • N) ^ j
hv : HasSum (fun j => (c ^ j / ↑j.factorial) • N ^ j *ᵥ v) (NormedSpace.exp (c • N) *ᵥ v)
m : ℕ
hj : m + k ∉ Finset.range k
hkj : k ≤ m + k
⊢ (c ^ m * c ^ k / ↑(m + k).factorial) • N ^ (m + k) *ᵥ v = 0
```

After these edits no error is left:

```diff
@@ -18,9 +18,5 @@
   have hs : HasSum (fun j : ℕ => ((j.factorial : ℂ)⁻¹) • (c • N) ^ j)
       (NormedSpace.exp (c • N)) := by
-    first
-      | exact NormedSpace.exp_series_hasSum_exp' (𝕂 := ℂ) (c • N)
-      | exact NormedSpace.expSeries_hasSum_exp' (𝕂 := ℂ) (c • N)
-      | (rw [NormedSpace.exp_eq_tsum ℂ]
-         exact (NormedSpace.expSeries_summable' (𝕂 := ℂ) (c • N)).hasSum)
+    exact NormedSpace.exp_series_hasSum_exp' (𝕂 := ℂ) (c • N)
   -- apply the series to the vector `v`
   let L : Matrix n n ℂ →+ (n → ℂ) :=
@@ -42,5 +38,5 @@
   have hkj : k ≤ j := by simpa using hj
   obtain ⟨m, rfl⟩ := Nat.exists_eq_add_of_le' hkj
-  rw [pow_add, ← Matrix.mulVec_mulVec, h, Matrix.mulVec_zero, smul_zero]
+  rw [pow_add N m k, ← Matrix.mulVec_mulVec, h, Matrix.mulVec_zero, smul_zero]
 
 end
```

The error arises where the proof shows that the later terms vanish. With the index written as `m + k`, the goal contains two powers that `pow_add` could split: `c ^ (m + k)` in the scalar coefficient and `N ^ (m + k)` in the matrix factor. Given no arguments, `rw [pow_add]` matched the scalar power first, which fixed the base as `c`, so the matrix power was left whole. The next rewrite, `← Matrix.mulVec_mulVec`, needs a product of matrices acting on a vector, and the message reports that there is none.

Writing `pow_add N m k` fixes the base as `N`. The matrix power becomes `N ^ m * N ^ k`, the next rewrite lets `N ^ k` act on `v` first, and `h` turns that result into zero. The remaining two rewrites then finish the goal.

The other change, replacing the `first` block by its first alternative, is mere tidying: the message reports no error there.
